# Laplace factorization of a doubles sum below the lowest double energy

## Doubles, couplings and intermediates

Let $r,s$ label states from an arbitrary set $R$. A double is an ordered pair $(p,q)$ with $p\in I$, $q\in J$, both sets finite, and its energy is $d_p+e_q$ with $d_p,e_q$ real. This additivity is postulated: it stands for non-interacting doubles whose energies are sums of orbital energy differences. With a finite auxiliary set $A$ (indices $P,Q$) and complex arrays $B$ and $L$, the coupling of $r$ to $(p,q)$ is
$$C(r,p,q)=\sum_P B(r,p,P)\,L(q,P),$$
the form that density-fitted integrals have; it too is assumed. For a complex frequency $w$ put $z_{pq}=d_p+e_q-w$, and for real $t$ (an inverse energy) define, with $*$ for complex conjugation,
$$M_{rs}(w)=\sum_{pq}\frac{C(r,p,q)\,C(s,p,q)^*}{z_{pq}},\qquad F_{rs}(t)=e^{wt}\sum_{PQ}X_t(r,s,P,Q)\,N_t(P,Q),$$
$$X_t(r,s,P,Q)=\sum_p B(r,p,P)B(s,p,Q)^*e^{-d_pt},\qquad N_t(P,Q)=\sum_q L(q,P)L(q,Q)^*e^{-e_qt}.$$
For real data with $I=J$ and $e=d$ the conjugations disappear and the denominators are $d_p+d_q-w$. In second-order algebraic diagrammatic construction, folding a finite diagonal block of non-interacting doubles into the singles matrix gives a frequency-dependent term: minus a sum over doubles of products of couplings divided by the double energy less $w$. The factorized coupling assumed here, with $L$ independent of the state, is a simplification of that setting. It fits, for example, opposite-spin doubles ($p$ an excitation of one spin, $q$ of the other) when $r$ and $s$ are singles of the spin of $p$. Same-spin doubles bring exchange terms that do not have this form over a density-fitting index. Where the form holds the term is $-M_{rs}(w)$, and for $\operatorname{Re}w$ below all double energies $M_{rs}(w)$ is the integral of $F_{rs}$, which is built with no array that carries both $p$ and $q$.

## The integral representation

If $\operatorname{Re}w<d_p+e_q$ for all $p,q$, then $F_{rs}$ is integrable on $t>0$ and $M_{rs}(w)=\int_0^\infty F_{rs}(t)\,dt$.

For $\operatorname{Re}z>0$ the modulus $|e^{-zt}|=e^{-t\operatorname{Re}z}$ is integrable, and $\int_0^\infty e^{-zt}dt=[-e^{-zt}/z]_0^\infty=1/z$. Next, insert the definitions into $F_{rs}$, move the sums over $p,q$ outward, and use $e^{wt}e^{-d_pt}e^{-e_qt}=e^{-z_{pq}t}$:
$$F_{rs}(t)=\sum_{pq}\Big[\sum_P B(r,p,P)L(q,P)\Big]\Big[\sum_Q B(s,p,Q)L(q,Q)\Big]^*e^{-z_{pq}t}=\sum_{pq}C(r,p,q)C(s,p,q)^*e^{-z_{pq}t}.$$
This expansion holds for every $t$ and $w$. Below threshold each $\operatorname{Re}z_{pq}$ is positive, so the finite sum is integrated term by term, each exponential gives $1/z_{pq}$, and the total is $M_{rs}(w)$.

## Failure at threshold and quadrature error

Suppose that some double has $C(r,p,q)\ne0$ and $d_p+e_q\le\operatorname{Re}w$. On the diagonal, $F_{rr}(t)=e^{wt}\sum_{ij}|C(r,i,j)|^2e^{-(d_i+e_j)t}$, a sum over all doubles $(i,j)$ with nonnegative terms. Keeping one term gives, for $t>0$,
$$|F_{rr}(t)|\ge|C(r,p,q)|^2e^{(\operatorname{Re}w-d_p-e_q)t}\ge|C(r,p,q)|^2>0,$$
so $F_{rr}$ is not integrable on the half-line.

Now take a finite rule with real weights $\omega_k$ and nodes $\tau_k$, put $S_{pq}=\sum_k\omega_ke^{-z_{pq}\tau_k}$, and assume $z_{pq}\ne0$ and $|1-z_{pq}S_{pq}|\le\varepsilon$ for all doubles and a real $\varepsilon$, which thus bounds the relative error of every $S_{pq}$ as an approximation to $1/z_{pq}$. The expansion gives $\sum_k\omega_kF_{rs}(\tau_k)=\sum_{pq}C(r,p,q)C(s,p,q)^*S_{pq}$, hence
$$M_{rs}(w)-\sum_k\omega_kF_{rs}(\tau_k)=\sum_{pq}\frac{C(r,p,q)C(s,p,q)^*}{z_{pq}}\,(1-z_{pq}S_{pq}),$$
and by the triangle inequality the modulus is at most $\varepsilon\sum_{pq}|C(r,p,q)|\,|C(s,p,q)|/|z_{pq}|$.

## The objects in Lean

The types `R`, `I`, `J`, `A` are the four index sets, and `R` need not be finite.

```lean
import Mathlib

open MeasureTheory Complex ComplexConjugate

namespace LaplaceFactorizedDoubles

noncomputable section

variable {R I J A : Type*} [Fintype I] [Fintype J] [Fintype A]
```

The next two definitions are $C$ and $M_{rs}(w)$; `conj` acts on the coupling of the second state `s`. The sum runs over all ordered pairs, with no restriction $p<q$ and no exclusion of repeated orbitals.

```lean
/-- Coupling of the state `r` to the double `(p,q)`, factorized over an auxiliary index:
`C(r,p,q) = ∑_P B(r,p,P) L(q,P)`. -/
def coupling (B : R → I → A → ℂ) (L : J → A → ℂ) (r : R) (p : I) (q : J) : ℂ :=
  ∑ P, B r p P * L q P

/-- Doubles contribution at frequency `w`:
`M_rs(w) = ∑_pq C(r,p,q) C(s,p,q)* / (d_p + e_q - w)`. -/
def doublesBlock (B : R → I → A → ℂ) (L : J → A → ℂ) (d : I → ℝ) (e : J → ℝ) (w : ℂ)
    (r s : R) : ℂ :=
  ∑ p, ∑ q, coupling B L r p q * conj (coupling B L s p q) / ((d p : ℂ) + e q - w)
```

The intermediates `interX` and `interN` are $X_t$ and $N_t$, and `integrand` is $F_{rs}(t)$, defined in its factorized form so that the expansion over doubles is something to be proved.

```lean
/-- Intermediate contracted over `p`:
`X_t(r,s,P,Q) = ∑_p B(r,p,P) B(s,p,Q)* exp(-d_p t)`. -/
def interX (B : R → I → A → ℂ) (d : I → ℝ) (t : ℝ) (r s : R) (P Q : A) : ℂ :=
  ∑ p, B r p P * conj (B s p Q) * exp (-(d p : ℂ) * t)

/-- Intermediate contracted over `q`: `N_t(P,Q) = ∑_q L(q,P) L(q,Q)* exp(-e_q t)`. -/
def interN (L : J → A → ℂ) (e : J → ℝ) (t : ℝ) (P Q : A) : ℂ :=
  ∑ q, L q P * conj (L q Q) * exp (-(e q : ℂ) * t)

/-- Factorized Laplace integrand `F_rs(t) = exp(w t) ∑_PQ X_t(r,s,P,Q) N_t(P,Q)`. -/
def integrand (B : R → I → A → ℂ) (L : J → A → ℂ) (d : I → ℝ) (e : J → ℝ) (w : ℂ)
    (r s : R) (t : ℝ) : ℂ :=
  exp (w * t) * ∑ P, ∑ Q, interX B d t r s P Q * interN L e t P Q
```

## One denominator and the expansion over doubles

In `laplace_denominator`, `Set.Ioi 0` is the half-line $t>0$. Both parts come from Mathlib's results for a complex exponential whose rate, here `-z`, has negative real part.

```lean
/-- For a denominator `z` with positive real part, `exp(-z t)` is integrable on `t > 0`
and its integral is `1 / z`. -/
theorem laplace_denominator {z : ℂ} (hz : 0 < z.re) :
    IntegrableOn (fun t : ℝ => exp (-z * t)) (Set.Ioi 0) ∧
      ∫ t : ℝ in Set.Ioi 0, exp (-z * t) = 1 / z := by
  have h : (-z).re < 0 := by simpa using hz
  refine ⟨integrableOn_exp_mul_complex_Ioi h 0, ?_⟩
  rw [integral_exp_mul_complex_Ioi h 0]
  simp
```

The theorem `integrand_eq` is the expansion. The step `hsplit` is the product of three exponentials, and `hswap` moves the sums over `p` and `q` outside those over `P` and `Q`. After both sides are multiplied out, the terms are compared at fixed `p`, `q`, `P`, `Q` by `ring`.

```lean
/-- At every `t` the factorized integrand equals the sum over doubles
`∑_pq C(r,p,q) C(s,p,q)* exp(-(d_p + e_q - w) t)`. -/
theorem integrand_eq (B : R → I → A → ℂ) (L : J → A → ℂ) (d : I → ℝ) (e : J → ℝ) (w : ℂ)
    (r s : R) (t : ℝ) :
    integrand B L d e w r s t = ∑ p, ∑ q, coupling B L r p q * conj (coupling B L s p q) *
      exp (-((d p : ℂ) + e q - w) * t) := by
  -- the exponential of the pair energy splits into one factor per index
  have hsplit : ∀ p q, exp (-((d p : ℂ) + e q - w) * t) =
      exp (w * t) * (exp (-(d p : ℂ) * t) * exp (-(e q : ℂ) * t)) := by
    intro p q
    rw [← Complex.exp_add, ← Complex.exp_add]
    congr 1
    ring
  -- exchange of auxiliary and orbital sums
  have hswap : ∀ f : A → A → I → J → ℂ,
      ∑ P, ∑ Q, ∑ p, ∑ q, f P Q p q = ∑ p, ∑ q, ∑ P, ∑ Q, f P Q p q := by
    intro f
    calc ∑ P, ∑ Q, ∑ p, ∑ q, f P Q p q = ∑ P, ∑ p, ∑ q, ∑ Q, f P Q p q := by
          refine Finset.sum_congr rfl fun P _ => ?_
          rw [Finset.sum_comm]
          exact Finset.sum_congr rfl fun p _ => Finset.sum_comm
      _ = ∑ p, ∑ q, ∑ P, ∑ Q, f P Q p q := by
          rw [Finset.sum_comm]
          exact Finset.sum_congr rfl fun p _ => Finset.sum_comm
  unfold integrand interX interN
  simp only [Finset.sum_mul_sum]
  simp only [Finset.mul_sum]
  rw [hswap]
  refine Finset.sum_congr rfl fun p _ => Finset.sum_congr rfl fun q _ => ?_
  simp only [coupling, map_sum, map_mul]
  rw [Finset.sum_mul_sum, Finset.sum_mul]
  refine Finset.sum_congr rfl fun P _ => ?_
  rw [Finset.sum_mul]
  refine Finset.sum_congr rfl fun Q _ => ?_
  rw [hsplit]
  ring
```

## The factorization theorem

The hypothesis `hw` is the threshold condition, required of every double, coupled or not. Lean gives a non-integrable function the integral zero and sets $a/0=0$; the `IntegrableOn` clause and `hw` show that neither convention is at work here. In the proof, `hz` gives $\operatorname{Re}z_{pq}>0$, `hI` and `hJ` give integrability of single terms and of the sums over `q`, and `MeasureTheory.integral_finsetSum`, used twice, is the term-by-term integration.

```lean
/-- Laplace factorization: if `Re w < d_p + e_q` for all doubles, the factorized integrand
is integrable on `t > 0` and its integral is the doubles contribution `M_rs(w)`. -/
theorem laplace_factorization (B : R → I → A → ℂ) (L : J → A → ℂ) (d : I → ℝ) (e : J → ℝ)
    (w : ℂ) (hw : ∀ p q, w.re < d p + e q) (r s : R) :
    IntegrableOn (integrand B L d e w r s) (Set.Ioi 0) ∧
      doublesBlock B L d e w r s = ∫ t in Set.Ioi 0, integrand B L d e w r s t := by
  have hz : ∀ p q, 0 < ((d p : ℂ) + e q - w).re := by
    intro p q
    simp only [Complex.sub_re, Complex.add_re, Complex.ofReal_re]
    linarith [hw p q]
  have hI : ∀ p q, Integrable (fun t : ℝ => coupling B L r p q * conj (coupling B L s p q) *
      exp (-((d p : ℂ) + e q - w) * t)) (volume.restrict (Set.Ioi 0)) :=
    fun p q => Integrable.const_mul (laplace_denominator (hz p q)).1 _
  have hJ : ∀ p, Integrable (fun t : ℝ => ∑ q, coupling B L r p q *
      conj (coupling B L s p q) * exp (-((d p : ℂ) + e q - w) * t))
      (volume.restrict (Set.Ioi 0)) :=
    fun p => MeasureTheory.integrable_finsetSum _ fun q _ => hI p q
  constructor
  · rw [funext (integrand_eq B L d e w r s)]
    exact MeasureTheory.integrable_finsetSum _ fun p _ => hJ p
  · -- integrate term by term
    simp only [integrand_eq]
    rw [MeasureTheory.integral_finsetSum _ fun p _ => hJ p, doublesBlock]
    refine Finset.sum_congr rfl fun p _ => ?_
    rw [MeasureTheory.integral_finsetSum _ fun q _ => hI p q]
    refine Finset.sum_congr rfl fun q _ => ?_
    rw [integral_const_mul, (laplace_denominator (hz p q)).2]
    ring
```

## The diagonal integrand at or above a coupled double

Here `hC` and `hw` single out one double, and `normSq` is the squared modulus. The step `key` is the diagonal formula. Inside `bound`, `h1` keeps one term and `h2` bounds the exponential factor below by one. Integrability of $F_{rr}$ would make the constant $|C(r,p,q)|^2$ integrable, which needs a zero constant or a half-line of finite length. The statement concerns $r=s$ only, and frequencies that pass only doubles uncoupled to $r$ fall under neither this theorem nor the previous one.

```lean
/-- If a double `(p,q)` has nonzero coupling to `r` and energy `d_p + e_q ≤ Re w`, the diagonal
integrand `F_rr` is not integrable on `t > 0`. -/
theorem not_integrable_above_threshold (B : R → I → A → ℂ) (L : J → A → ℂ) (d : I → ℝ)
    (e : J → ℝ) (w : ℂ) (r : R) (p : I) (q : J) (hC : coupling B L r p q ≠ 0)
    (hw : d p + e q ≤ w.re) : ¬ IntegrableOn (integrand B L d e w r r) (Set.Ioi 0) := by
  -- the diagonal integrand is exp(wt) times a sum of nonnegative terms
  have key : ∀ t : ℝ, integrand B L d e w r r t = exp (w * t) *
      ((∑ i, ∑ j, normSq (coupling B L r i j) * Real.exp (-(d i + e j) * t) : ℝ) : ℂ) := by
    intro t
    rw [integrand_eq]
    push_cast
    simp only [Finset.mul_sum]
    refine Finset.sum_congr rfl fun i _ => Finset.sum_congr rfl fun j _ => ?_
    have h : exp (-((d i : ℂ) + e j - w) * t) = exp (w * t) * exp (-((d i : ℂ) + e j) * t) := by
      rw [← Complex.exp_add]
      congr 1
      ring
    rw [Complex.mul_conj, h]
    ring
  -- so for t > 0 its modulus is at least |C(r,p,q)|²
  have bound : ∀ t : ℝ, 0 < t → normSq (coupling B L r p q) ≤ ‖integrand B L d e w r r t‖ := by
    intro t ht
    rw [key, norm_mul, Complex.norm_exp, Complex.norm_real, Real.norm_eq_abs]
    have hn : ∀ i j, 0 ≤ normSq (coupling B L r i j) * Real.exp (-(d i + e j) * t) :=
      fun i j => mul_nonneg (normSq_nonneg _) (Real.exp_pos _).le
    have h1 := (Finset.single_le_sum
      (f := fun j => normSq (coupling B L r p j) * Real.exp (-(d p + e j) * t))
      (fun j _ => hn p j) (Finset.mem_univ q)).trans (Finset.single_le_sum
      (f := fun i => ∑ j, normSq (coupling B L r i j) * Real.exp (-(d i + e j) * t))
      (fun i _ => Finset.sum_nonneg fun j _ => hn i j) (Finset.mem_univ p))
    have h2 : 1 ≤ Real.exp (w * t).re * Real.exp (-(d p + e q) * t) := by
      rw [← Real.exp_add]
      apply Real.one_le_exp
      simp only [Complex.mul_re, Complex.ofReal_re, Complex.ofReal_im, mul_zero, sub_zero]
      nlinarith [mul_nonneg (sub_nonneg.2 hw) ht.le]
    calc normSq (coupling B L r p q)
        ≤ normSq (coupling B L r p q) * (Real.exp (w * t).re * Real.exp (-(d p + e q) * t)) :=
          le_mul_of_one_le_right (normSq_nonneg _) h2
      _ = Real.exp (w * t).re * (normSq (coupling B L r p q) * Real.exp (-(d p + e q) * t)) := by
          ring
      _ ≤ _ := mul_le_mul_of_nonneg_left (h1.trans (le_abs_self _)) (Real.exp_pos _).le
  intro hI
  have hc : Integrable (fun _ : ℝ => normSq (coupling B L r p q))
      (volume.restrict (Set.Ioi 0)) :=
    Integrable.mono' (Integrable.norm hI) aestronglyMeasurable_const
      (ae_restrict_of_forall_mem measurableSet_Ioi fun t ht => by
        rw [Real.norm_eq_abs, abs_of_nonneg (normSq_nonneg _)]
        exact bound t ht)
  rcases integrable_const_iff.1 hc with h0 | hfin
  · exact hC (normSq_eq_zero.1 h0)
  · have := hfin.measure_univ_lt_top
    simp at this
```

## The finite rule

The finite type `K` indexes the nodes, `hz` excludes poles, and `hq` is the accuracy condition. Nothing is assumed about $\operatorname{Re}w$ or about the signs of `ω` and `τ`. A rule that meets `hq` is an input: its existence and its number of nodes are not derived. The step `hs` regroups the quadrature sum by doubles, `alg` extracts the factor $1-z_{pq}S_{pq}$, and `norm_sum_le`, applied over `p` and then over `q`, is the triangle inequality.

```lean
/-- If a rule with weights `ω_k` and nodes `τ_k` obeys `|1 - z ∑_k ω_k exp(-z τ_k)| ≤ ε` for
every (nonzero) denominator `z = d_p + e_q - w`, then `∑_k ω_k F_rs(τ_k)` differs from
`M_rs(w)` by at most `ε ∑_pq |C(r,p,q)| |C(s,p,q)| / |z|`. -/
theorem quadrature_error {K : Type*} [Fintype K] (B : R → I → A → ℂ) (L : J → A → ℂ)
    (d : I → ℝ) (e : J → ℝ) (w : ℂ) (ω τ : K → ℝ) (ε : ℝ)
    (hz : ∀ p q, (d p : ℂ) + e q - w ≠ 0)
    (hq : ∀ p q, ‖1 - ((d p : ℂ) + e q - w) *
      ∑ k, (ω k : ℂ) * exp (-((d p : ℂ) + e q - w) * τ k)‖ ≤ ε) (r s : R) :
    ‖doublesBlock B L d e w r s - ∑ k, (ω k : ℂ) * integrand B L d e w r s (τ k)‖ ≤
      ε * ∑ p, ∑ q, ‖coupling B L r p q‖ * ‖coupling B L s p q‖ / ‖(d p : ℂ) + e q - w‖ := by
  have hs : ∑ k, (ω k : ℂ) * integrand B L d e w r s (τ k) =
      ∑ p, ∑ q, coupling B L r p q * conj (coupling B L s p q) *
        ∑ k, (ω k : ℂ) * exp (-((d p : ℂ) + e q - w) * τ k) := by
    simp only [integrand_eq, Finset.mul_sum]
    rw [Finset.sum_comm]
    refine Finset.sum_congr rfl fun p _ => ?_
    rw [Finset.sum_comm]
    refine Finset.sum_congr rfl fun q _ => Finset.sum_congr rfl fun k _ => ?_
    ring
  have alg : ∀ a z S : ℂ, z ≠ 0 → a / z - a * S = a / z * (1 - z * S) := by
    intro a z S h
    field_simp
  -- triangle inequality, double by double
  rw [hs, doublesBlock, ← Finset.sum_sub_distrib, Finset.mul_sum]
  refine (norm_sum_le _ _).trans (Finset.sum_le_sum fun p _ => ?_)
  rw [← Finset.sum_sub_distrib, Finset.mul_sum]
  refine (norm_sum_le _ _).trans (Finset.sum_le_sum fun q _ => ?_)
  rw [alg _ _ _ (hz p q), norm_mul, norm_div, norm_mul, Complex.norm_conj, mul_comm ε]
  exact mul_le_mul_of_nonneg_left (hq p q) (by positivity)

end

end LaplaceFactorizedDoubles
```

```lean
#print axioms LaplaceFactorizedDoubles.laplace_factorization
#print axioms LaplaceFactorizedDoubles.not_integrable_above_threshold
#print axioms LaplaceFactorizedDoubles.quadrature_error
```

```
'LaplaceFactorizedDoubles.laplace_factorization' depends on axioms: [propext, Classical.choice, Quot.sound]
'LaplaceFactorizedDoubles.not_integrable_above_threshold' depends on axioms: [propext, Classical.choice, Quot.sound]
'LaplaceFactorizedDoubles.quadrature_error' depends on axioms: [propext, Classical.choice, Quot.sound]
```
